# For a differentiable periodic energy, the full virial is independent of image choice

**Q.** Suppose I compute a pressure from $\sum_j x_j\,\partial E/\partial x_j$ with wrapped coordinates. A particle crosses the boundary, its coordinate drops by $L$, and my pressure jumps although nothing physical happened. What is missing?

**A.** The explicit dependence of $E$ on the box length $L$. Write the new images as $x+Ln$, with one integer $n_i$ per coordinate. Single shifts by $L$ leave $E$ unchanged, so their repetitions, inverses and combinations do too:
$$E(x+Ln,L)=E(x,L).$$
Differentiating in $x_i$ shows that $g_i=\partial E/\partial x_i$ is the same at both images. The particle part therefore becomes
$$\sum_i (x_i+Ln_i)g_i=\sum_i x_ig_i+L\sum_i n_ig_i.$$
Now differentiate in $L$ at fixed $x$. The image $x+Ln$ moves as well, so
$$\sum_i n_ig_i+\frac{\partial E}{\partial L}(x+Ln,L)=\frac{\partial E}{\partial L}(x,L).$$
Multiplied by $L$, this says that the cell part $L\,\partial E/\partial L$ falls by $L\sum_i n_ig_i$. The sum of the two parts, the full virial, stays the same.

**Q.** Does the code mean the same derivatives?

**A.** Yes. `E` takes a pair of coordinates and box length, and `ι` is a finite set of coordinate labels, so a cubic box of $N$ particles has $3N$ of them. `fderiv` is the total differential; where `E` is differentiable, applying it to a unit change of one variable gives a partial derivative.

In Lean 4 with Mathlib:

```lean
import Mathlib

open Filter Topology

namespace PeriodicVirial

noncomputable section

variable {ι : Type*} [Fintype ι] [DecidableEq ι]

/-- Where the energy is differentiable, its partial derivative with respect to the coordinate `x i`,
at fixed box length. -/
def dEdx (E : (ι → ℝ) × ℝ → ℝ) (x : ι → ℝ) (L : ℝ) (i : ι) : ℝ :=
  fderiv ℝ E (x, L) (Pi.single i 1, 0)
```

In `dEdL` the Cartesian coordinates are held fixed, not the fractional ones.

```lean
/-- Where the energy is differentiable, its partial derivative with respect to the box length, at
fixed Cartesian coordinates. -/
def dEdL (E : (ι → ℝ) × ℝ → ℝ) (x : ι → ℝ) (L : ℝ) : ℝ :=
  fderiv ℝ E (x, L) (0, 1)
```

The signs follow energy derivatives; with forces $F_j=-\partial E/\partial x_j$, the particle part is $-\sum_j x_jF_j$.

```lean
/-- The particle part of the virial, the sum of `x j * dE/dx j`. -/
def particleVirial (E : (ι → ℝ) × ℝ → ℝ) (x : ι → ℝ) (L : ℝ) : ℝ :=
  ∑ j, x j * dEdx E x L j

/-- The cell part of the virial, `L * dE/dL`. -/
def cellVirial (E : (ι → ℝ) × ℝ → ℝ) (x : ι → ℝ) (L : ℝ) : ℝ :=
  L * dEdL E x L

/-- The full virial, the sum of the particle part and the cell part. -/
def fullVirial (E : (ι → ℝ) × ℝ → ℝ) (x : ι → ℝ) (L : ℝ) : ℝ :=
  particleVirial E x L + cellVirial E x L

/-- Another choice of periodic images: coordinate `i` is moved by `n i` box lengths. -/
def imageShift (L : ℝ) (n : ι → ℤ) (x : ι → ℝ) : ι → ℝ :=
  x + L • fun i => (n i : ℝ)
```

**Q.** And what is assumed about the energy?

**A.** Differentiability in $x$ and $L$ jointly, and invariance under one shift of one coordinate, both for $L>0$ only.

```lean
/-- An energy that, for positive box length, is differentiable and unchanged when any
single coordinate is shifted by the box length. -/
structure PeriodicEnergy (E : (ι → ℝ) × ℝ → ℝ) : Prop where
  differentiable : ∀ (x : ι → ℝ) (L : ℝ), 0 < L → DifferentiableAt ℝ E (x, L)
  periodic : ∀ (x : ι → ℝ) (L : ℝ), 0 < L → ∀ i, E (x + Pi.single i L, L) = E (x, L)
```

This excludes energies that diverge when particles overlap, or that jump at a cutoff. There is one box length, so general cells with several lengths and angles are not covered. Nor is there any kinetic energy or time average: this concerns the virial as a function of configuration, not the virial theorem relating averages.

**Q.** How does the proof handle an image that moves with $L$?

**A.** First it expands the differential in partial derivatives, and extends single shifts to all integer vectors by induction over the coordinates.

```lean
/-- The differential of the energy along a change `u` of the coordinates and `l` of the
box length is the sum of the partial derivatives weighted by these changes. -/
theorem total_differential (E : (ι → ℝ) × ℝ → ℝ) (x : ι → ℝ) (L : ℝ)
    (u : ι → ℝ) (l : ℝ) :
    fderiv ℝ E (x, L) (u, l) = ∑ j, u j * dEdx E x L j + l * dEdL E x L := by
  have h : (u, l) = ∑ j, u j • ((Pi.single j 1 : ι → ℝ), (0 : ℝ))
      + l • ((0 : ι → ℝ), (1 : ℝ)) := by
    refine Prod.ext ?_ ?_
    · ext k
      simp [Prod.fst_sum, Finset.sum_apply, Pi.single_apply]
    · simp [Prod.snd_sum]
  rw [h]
  simp only [map_add, map_sum, map_smul, smul_eq_mul, dEdx, dEdL]

variable {E : (ι → ℝ) × ℝ → ℝ} {L : ℝ}

/-- For positive box length, a periodic energy is the same for every choice of images. -/
theorem energy_image (hE : PeriodicEnergy E) (hL : 0 < L) (n : ι → ℤ) (x : ι → ℝ) :
    E (imageShift L n x, L) = E (x, L) := by
  -- periods add up, so single shifts generate all lattice shifts
  have h : ∀ s : Finset ι, Function.Periodic (fun y : ι → ℝ => E (y, L))
      (∑ i ∈ s, n i • (Pi.single i L : ι → ℝ)) := by
    intro s
    induction s using Finset.induction_on with
    | empty => intro y; simp
    | insert a s ha ih =>
      rw [Finset.sum_insert ha]
      have h1 : Function.Periodic (fun y : ι → ℝ => E (y, L)) (Pi.single a L) :=
        fun y => hE.periodic y L hL a
      exact (h1.zsmul (n a)).add_period ih
  have hs : ∑ i, n i • (Pi.single i L : ι → ℝ) = L • fun i => (n i : ℝ) := by
    ext j
    simp [Finset.sum_apply, Pi.single_apply, mul_comm]
  have h2 := h Finset.univ x
  rw [hs] at h2
  exact h2
```

Then it treats the change of images as a linear map `T`, $(v,m)\mapsto(v+mn,m)$. Near a point with $L>0$, $E$ and $E\circ T$ agree, so the chain rule equates their differentials. Both differentiations above are contained in this one identity.

```lean
/-- For a periodic energy and positive box length, the differential of the energy at `x` along a
change `(u, l)` of coordinates and box length equals its differential at the image `x + L n` along
the change `(u + l n, l)`. -/
theorem differential_image (hE : PeriodicEnergy E) (hL : 0 < L) (n : ι → ℤ)
    (x u : ι → ℝ) (l : ℝ) :
    fderiv ℝ E (x, L) (u, l) =
      fderiv ℝ E (imageShift L n x, L) (imageShift l n u, l) := by
  -- the change of images is linear in coordinates and box length together
  obtain ⟨T, hT⟩ : ∃ T : ((ι → ℝ) × ℝ) →L[ℝ] ((ι → ℝ) × ℝ),
      ∀ v m, T (v, m) = (imageShift m n v, m) :=
    ⟨((ContinuousLinearMap.fst ℝ (ι → ℝ) ℝ) +
      (ContinuousLinearMap.snd ℝ (ι → ℝ) ℝ).smulRight (fun i => (n i : ℝ))).prod
      (ContinuousLinearMap.snd ℝ (ι → ℝ) ℝ), fun _ _ => rfl⟩
  have h0 : HasFDerivAt E (fderiv ℝ E (T (x, L))) (T (x, L)) := by
    rw [hT]
    exact (hE.differentiable _ _ hL).hasFDerivAt
  have h1 := h0.comp (x, L) T.hasFDerivAt
  have hpos : ∀ᶠ p : (ι → ℝ) × ℝ in 𝓝 (x, L), 0 < p.2 :=
    (continuous_snd.tendsto (x, L)).eventually (lt_mem_nhds hL)
  have h2 : E =ᶠ[𝓝 (x, L)] E ∘ T := by
    filter_upwards [hpos] with p hp
    obtain ⟨y, M⟩ := p
    change E (y, M) = E (T (y, M))
    rw [hT]
    exact (energy_image hE hp n y).symm
  rw [(h1.congr_of_eventuallyEq h2).fderiv, ContinuousLinearMap.comp_apply, hT, hT]
```

Changing one coordinate with $L$ fixed gives the equality of gradients, and hence the particle part.

```lean
/-- For a periodic energy and positive box length, the energy gradient with respect to
the coordinates is the same for every choice of images. -/
theorem gradient_image (hE : PeriodicEnergy E) (hL : 0 < L) (n : ι → ℤ)
    (x : ι → ℝ) (i : ι) : dEdx E (imageShift L n x) L i = dEdx E x L i := by
  have h := differential_image hE hL n x (Pi.single i 1) 0
  have h0 : imageShift 0 n (Pi.single i 1) = Pi.single i 1 := by simp [imageShift]
  rw [h0] at h
  exact h.symm

/-- For a periodic energy and positive box length, a change of images by `n` raises the
particle part of the virial by `L` times the sum of `n i * dE/dx i`. -/
theorem particleVirial_image (hE : PeriodicEnergy E) (hL : 0 < L) (n : ι → ℤ)
    (x : ι → ℝ) : particleVirial E (imageShift L n x) L =
      particleVirial E x L + L * ∑ i, (n i : ℝ) * dEdx E x L i := by
  simp only [particleVirial, gradient_image hE hL]
  rw [Finset.mul_sum, ← Finset.sum_add_distrib]
  refine Finset.sum_congr rfl fun i _ => ?_
  simp only [imageShift, Pi.add_apply, Pi.smul_apply, smul_eq_mul]
  ring
```

Changing $L$ alone gives the cell part, and addition cancels the two changes.

```lean
/-- For a periodic energy and positive box length, a change of images by `n` lowers the
cell part of the virial by `L` times the sum of `n i * dE/dx i`. -/
theorem cellVirial_image (hE : PeriodicEnergy E) (hL : 0 < L) (n : ι → ℤ)
    (x : ι → ℝ) : cellVirial E (imageShift L n x) L =
      cellVirial E x L - L * ∑ i, (n i : ℝ) * dEdx E x L i := by
  -- changing the box length at fixed `x` also moves the image `x + L n`
  have h : dEdL E x L =
      ∑ i, (n i : ℝ) * dEdx E x L i + dEdL E (imageShift L n x) L := by
    have h := differential_image hE hL n x 0 1
    have hn : imageShift 1 n 0 = fun i => (n i : ℝ) := by
      ext i
      simp [imageShift]
    rw [hn, total_differential E (imageShift L n x)] at h
    simp only [gradient_image hE hL, one_mul] at h
    exact h
  unfold cellVirial
  linear_combination (-L) * h

/-- For a periodic energy and positive box length, the full virial is the same for every
choice of periodic images. -/
theorem fullVirial_image (hE : PeriodicEnergy E) (hL : 0 < L) (n : ι → ℤ)
    (x : ι → ℝ) : fullVirial E (imageShift L n x) L = fullVirial E x L := by
  unfold fullVirial
  rw [particleVirial_image hE hL, cellVirial_image hE hL]
  ring
```

**Q.** Could some other weighting of the two parts also be invariant?

**A.** Not if $\sum_i n_ig_i\neq0$. The combination with weights $a$ and $b$ changes by $(a-b)L\sum_i n_ig_i$, which then vanishes only for $a=b$.

```lean
/-- For a periodic energy and positive box length, let the sum of `n i * dE/dx i` be
non-zero. Then a weighted sum of the particle and cell parts is unchanged by the change
of images `n` exactly when the two weights are equal. -/
theorem weighted_virial_image_iff (hE : PeriodicEnergy E) (hL : 0 < L) (n : ι → ℤ)
    (x : ι → ℝ) (hF : ∑ i, (n i : ℝ) * dEdx E x L i ≠ 0) (a b : ℝ) :
    a * particleVirial E (imageShift L n x) L + b * cellVirial E (imageShift L n x) L =
      a * particleVirial E x L + b * cellVirial E x L ↔ a = b := by
  rw [particleVirial_image hE hL, cellVirial_image hE hL]
  constructor
  · intro h
    have h1 : (a - b) * (L * ∑ i, (n i : ℝ) * dEdx E x L i) = 0 := by
      linear_combination h
    exact sub_eq_zero.mp ((mul_eq_zero.mp h1).resolve_right (mul_ne_zero hL.ne' hF))
  · rintro rfl
    ring
```

**Q.** Is the invariant sum the quantity I want for the pressure?

**A.** It is the derivative of $E(sx,sL)$ at $s=1$, the response to uniform scaling, which gives the potential-energy contribution to the pressure. For a differentiable periodic energy with a single box length, a simulation may thus use wrapped or unwrapped coordinates, provided both parts are evaluated at the same images.

```lean
/-- Where the energy is differentiable, the full virial is its rate of change when all
coordinates and the box length are scaled by a common factor `s`, taken at `s = 1`. -/
theorem fullVirial_scaling (x : ι → ℝ) (hE : DifferentiableAt ℝ E (x, L)) :
    HasDerivAt (fun s : ℝ => E (s • x, s * L)) (fullVirial E x L) 1 := by
  have hl : HasDerivAt (fun s : ℝ => (s • x, s * L)) (x, L) 1 :=
    (((hasDerivAt_id' (1 : ℝ)).smul_const x).prodMk
      ((hasDerivAt_id' (1 : ℝ)).mul_const L)).congr_deriv (by simp)
  have h := hE.hasFDerivAt.comp_hasDerivAt_of_eq 1 hl (by simp)
  rw [total_differential] at h
  exact h
```

**Q.** Is there an energy for which the parts really change?

**A.** Take $\sin(2\pi(x_0-x_1)/L)$ with both particles at the origin and $L=1$. There $g_0=2\pi$, so moving particle 0 by one box length raises the particle part by $2\pi$ and lowers the cell part by $2\pi$.

```lean
/-- A sinusoidal energy of two particles on a ring, `sin (2 π (x 0 - x 1) / L)`,
for non-zero box length `L`. -/
def pairWave (p : (Fin 2 → ℝ) × ℝ) : ℝ :=
  Real.sin (2 * Real.pi * (p.1 0 - p.1 1) / p.2)
```

The proof checks periodicity from that of the sine, and finds $g_0$ by moving only the first particle.

```lean
/-- The sinusoidal pair energy is a periodic energy, and its derivative with respect to
the first coordinate is `2 π` when both particles sit at the origin of a box of length 1. -/
theorem pairWave_witness :
    PeriodicEnergy pairWave ∧ dEdx pairWave 0 1 0 = 2 * Real.pi := by
  have hd : ∀ (x : Fin 2 → ℝ) (L : ℝ), 0 < L → DifferentiableAt ℝ pairWave (x, L) := by
    intro x L hL
    unfold pairWave
    fun_prop (disch := exact hL.ne')
  refine ⟨⟨hd, ?_⟩, ?_⟩
  · intro x L hL i
    have hL' : L ≠ 0 := hL.ne'
    fin_cases i
    · have h : 2 * Real.pi * (x 0 + L - x 1) / L =
          2 * Real.pi * (x 0 - x 1) / L + 2 * Real.pi := by
        field_simp
        ring
      simp [pairWave, h, Real.sin_add_two_pi]
    · have h : 2 * Real.pi * (x 0 - (x 1 + L)) / L =
          2 * Real.pi * (x 0 - x 1) / L - 2 * Real.pi := by
        field_simp
        ring
      simp [pairWave, h, Real.sin_sub_two_pi]
  · -- move only the first particle and differentiate the resulting sine
    have hl : HasDerivAt (fun t : ℝ => (t • (Pi.single 0 1 : Fin 2 → ℝ), (1 : ℝ)))
        (Pi.single 0 1, 0) 0 :=
      (((hasDerivAt_id' (0 : ℝ)).smul_const (Pi.single 0 1 : Fin 2 → ℝ)).prodMk
        (hasDerivAt_const (0 : ℝ) (1 : ℝ))).congr_deriv (by simp)
    have h := (hd 0 1 one_pos).hasFDerivAt.comp_hasDerivAt_of_eq 0 hl (by simp)
    have h1 : HasDerivAt (fun t : ℝ => Real.sin (2 * Real.pi * t))
        (dEdx pairWave 0 1 0) 0 :=
      h.congr_of_eventuallyEq (Eventually.of_forall fun t => by simp [pairWave])
    have h2 : HasDerivAt (fun t : ℝ => Real.sin (2 * Real.pi * t)) (2 * Real.pi) 0 :=
      (((hasDerivAt_id' (0 : ℝ)).const_mul (2 * Real.pi)).sin).congr_deriv (by simp)
    exact h1.unique h2

end

end PeriodicVirial
```

```lean
#print axioms PeriodicVirial.fullVirial_image
#print axioms PeriodicVirial.weighted_virial_image_iff
#print axioms PeriodicVirial.fullVirial_scaling
```

```
'PeriodicVirial.fullVirial_image' depends on axioms: [propext, Classical.choice, Quot.sound]
'PeriodicVirial.weighted_virial_image_iff' depends on axioms: [propext, Classical.choice, Quot.sound]
'PeriodicVirial.fullVirial_scaling' depends on axioms: [propext, Classical.choice, Quot.sound]
```

**Q.** Would fractional coordinates have been simpler?

**A.** For the invariance, yes. With $x=Lq$ and $\tilde E(q,L)=E(Lq,L)$, the full virial is $L\,\partial\tilde E/\partial L$ at fixed $q$, and an image change $q\to q+n$ does not involve $L$. But the two compensating parts would be merged from the start, and your pressure jump would remain unexplained.
